# Parallel transport along a retraced path returns to the identity

The parameters of a quantum system are moved slowly along a curve and then brought back along the same curve, perhaps at a different speed. On the way out, the states of a degenerate level can be mixed by a matrix. Is any geometric mixing left on return?

None is left if the curve carries an invertible transport. Let $t$ label points on the curve and let $f(s)$ be the label reached at stage $s$; $f(s)=\sin^2(\pi s)$, for example, goes out and back. In an orthonormal frame $|u_m(t)\rangle$ of the level, parallel transport has the generator $A_{mn}=-\langle u_m|\partial_t u_n\rangle$, which is $i$ times the usual Berry connection. The transport $U$ along the curve and the transport $W$ along the retraced path obey
$$U'(t)=A(t)U(t),\qquad W'(s)=f'(s)A(f(s))W(s).$$

That the slow dynamics follows this transport, apart from a dynamical phase, is the adiabatic approximation, which is assumed here.

The generator takes values in a complete real normed algebra `𝔸`, of which complex matrices are one case. The parameter space `E` is a real normed space.

```lean
import Mathlib

open scoped ComplexConjugate Real Matrix.Norms.Operator

namespace RetracedPaths

noncomputable section

variable {𝔸 : Type*} [NormedRing 𝔸] [NormedAlgebra ℝ 𝔸] [CompleteSpace 𝔸]
variable {E : Type*} [NormedAddCommGroup E] [NormedSpace ℝ E]
```

## The inverse propagator

Differentiating $U^{-1}U=1$ gives $(U^{-1})'U+U^{-1}AU=0$, and multiplication by $U^{-1}$ from the right gives
$$(U^{-1})'=-U^{-1}A.$$

In Lean, `HasDerivAt U (a * U t) t` says that $U$ has derivative $aU(t)$ at $t$, `IsUnit` says that $U(t)$ is invertible, and `Ring.inverse` is then its inverse. The proof composes Mathlib's derivative of inversion, $h\mapsto -u^{-1}hu^{-1}$, with $U$ and cancels $UU^{-1}$.

```lean
/-- If an invertible propagator obeys `U' = A U` at time `t`, its inverse obeys
`(U⁻¹)' = -U⁻¹ A` there. -/
theorem hasDerivAt_inverse {U : ℝ → 𝔸} {a : 𝔸} {t : ℝ}
    (hU : HasDerivAt U (a * U t) t) (hu : IsUnit (U t)) :
    HasDerivAt (fun s => Ring.inverse (U s)) (-(Ring.inverse (U t) * a)) t := by
  obtain ⟨u, hu⟩ := hu
  have h := hasFDerivAt_ringInverse (𝕜 := ℝ) u
  rw [hu] at h
  refine (h.comp_hasDerivAt t hU).congr_deriv ?_
  rw [← hu, Ring.inverse_unit]
  simp [mul_assoc]
```

## Only the endpoints of $f$ matter

View $W$ from the frame carried along by $U$, through $V(s)=U(f(s))^{-1}W(s)$. The chain and product rules give
$$V'=-f'\,U(f)^{-1}A(f)W+U(f)^{-1}f'A(f)W=0.$$
The order of the factors is kept, so nothing needs to commute. Since $V$ is constant,
$$W(s)=U(f(s))\,U(f(0))^{-1}\,W(0).$$

The step `hV` is the vanishing derivative, `hc` is the constancy, and the final `calc` multiplies by $U(f(s))$. The differential equations and the differentiability of $f$ are assumed on the whole real line. Neither $A$ nor $f'$ has to be continuous, and $U$ need not be unitary.

```lean
/-- Let `U` be an everywhere invertible solution of `U' = A U`, and `f` differentiable.
A solution of `W' = f' A(f) W` is fixed by `W 0` and the values of `f` at `0` and `s`. -/
theorem transport_eq_endpoints {A U W : ℝ → 𝔸} {f f' : ℝ → ℝ}
    (hU : ∀ t, HasDerivAt U (A t * U t) t) (hu : ∀ t, IsUnit (U t))
    (hf : ∀ s, HasDerivAt f (f' s) s)
    (hW : ∀ s, HasDerivAt W ((f' s • A (f s)) * W s) s) (s : ℝ) :
    W s = U (f s) * Ring.inverse (U (f 0)) * W 0 := by
  -- the solution seen from the co-moving frame does not change
  have hV : ∀ r, HasDerivAt (fun r => Ring.inverse (U (f r)) * W r) 0 r := by
    intro r
    have h1 := (hasDerivAt_inverse (hU (f r)) (hu (f r))).scomp r (hf r)
    refine (h1.mul (hW r)).congr_deriv ?_
    simp only [Function.comp_apply, smul_neg, neg_mul, smul_mul_assoc, mul_smul_comm,
      mul_assoc, neg_add_cancel]
  have hc : Ring.inverse (U (f s)) * W s = Ring.inverse (U (f 0)) * W 0 :=
    is_const_of_deriv_eq_zero (fun r => (hV r).differentiableAt)
      (fun r => (hV r).deriv) s 0
  calc W s = U (f s) * (Ring.inverse (U (f s)) * W s) := by
        rw [← mul_assoc, Ring.mul_inverse_cancel _ (hu _), one_mul]
    _ = U (f s) * (Ring.inverse (U (f 0)) * W 0) := by rw [hc]
    _ = U (f s) * Ring.inverse (U (f 0)) * W 0 := (mul_assoc _ _ _).symm
```

Setting $s=1$, $f(1)=f(0)$ and $W(0)=1$ leaves $W(1)=U(f(0))U(f(0))^{-1}=1$.

```lean
/-- Let `U` be an everywhere invertible solution of `U' = A U`, and `f` differentiable with
`f 1 = f 0`. Every solution of `W' = f' A(f) W` that starts at the identity has `W 1 = 1`. -/
theorem no_holonomy {A U W : ℝ → 𝔸} {f f' : ℝ → ℝ}
    (hU : ∀ t, HasDerivAt U (A t * U t) t) (hu : ∀ t, IsUnit (U t))
    (hf : ∀ s, HasDerivAt f (f' s) s)
    (hW : ∀ s, HasDerivAt W ((f' s • A (f s)) * W s) s)
    (hclosed : f 1 = f 0) (h0 : W 0 = 1) : W 1 = 1 := by
  rw [transport_eq_endpoints hU hu hf hW 1, hclosed, h0, mul_one,
    Ring.mul_inverse_cancel _ (hu _)]
```

For $n\times n$ complex matrices, the only addition is that the matrix space is complete. For a finite isolated group of bands with a continuously differentiable orthonormal frame along a path in $k$-space, this makes the Wilson-loop matrix of the retraced path the identity.

The smallest nontrivial case is $n=1$. With $A$ and $f'$ continuous, the solution is
$$W(1)=\exp\int_0^1 f'(s)A(f(s))\,ds=\exp\int_{f(0)}^{f(1)}A(t)\,dt=1.$$

The invertible solution $U$ is a hypothesis of the theorem. It stands for a propagator that can be undone; for continuous matrix $A$, the standard theory of linear equations supplies one.

```lean
/-- The case of complex matrices: if `U' = A U` has an everywhere invertible solution and `f`
is differentiable with `f 1 = f 0`, then `W' = f' A(f) W` and `W 0 = 1` give `W 1 = 1`. -/
theorem matrix_no_holonomy {n : Type*} [Fintype n] [DecidableEq n]
    {A U W : ℝ → Matrix n n ℂ} {f f' : ℝ → ℝ}
    (hU : ∀ t, HasDerivAt U (A t * U t) t) (hu : ∀ t, IsUnit (U t))
    (hf : ∀ s, HasDerivAt f (f' s) s)
    (hW : ∀ s, HasDerivAt W ((f' s • A (f s)) * W s) s)
    (hclosed : f 1 = f 0) (h0 : W 0 = 1) : W 1 = 1 := by
  have : CompleteSpace (Matrix n n ℂ) := FiniteDimensional.complete ℂ _
  exact no_holonomy hU hu hf hW hclosed h0
```

## Paths in parameter space

A connection $\omega$ assigns to each point a continuous linear map from velocities to the algebra. Transport along a differentiable path $\gamma$ means
$$W'(s)=\omega_{\gamma(s)}(\gamma'(s))\,W(s).$$
Here $\omega$ is given on all of `E`, in a single frame.

```lean
/-- `W` is a parallel transport of the connection `ω` along the differentiable path `γ`:
its rate of change is `ω`, taken at the point `γ s` on the velocity of `γ`, times `W`. -/
def IsTransport (ω : E → E →L[ℝ] 𝔸) (γ : ℝ → E) (W : ℝ → 𝔸) : Prop :=
  Differentiable ℝ γ ∧ ∀ s, HasDerivAt W (ω (γ s) (deriv γ s) * W s) s
```

The retraced path is $\gamma\circ f$, with velocity $f'(s)\,\gamma'(f(s))$. By linearity of $\omega$, its transport equation is the earlier one with $A(t)=\omega_{\gamma(t)}(\gamma'(t))$. In the proof, `hd` is the chain rule and `map_smul` takes out the factor $f'$.

```lean
/-- Let a path `γ` in parameter space carry an everywhere invertible transport, and let `f` be
differentiable with `f 1 = f 0`. Transport along the retraced path `γ ∘ f` that starts at the
identity is the identity again at `s = 1`. -/
theorem retraced_path_no_holonomy {ω : E → E →L[ℝ] 𝔸} {γ : ℝ → E} {U W : ℝ → 𝔸}
    {f : ℝ → ℝ} (hU : IsTransport ω γ U) (hu : ∀ t, IsUnit (U t))
    (hf : Differentiable ℝ f) (hW : IsTransport ω (γ ∘ f) W)
    (hclosed : f 1 = f 0) (h0 : W 0 = 1) : W 1 = 1 := by
  refine no_holonomy (A := fun t => ω (γ t) (deriv γ t)) (f' := deriv f) hU.2 hu
    (fun s => (hf s).hasDerivAt) (fun s => ?_) hclosed h0
  -- the velocity of the retraced path is the old velocity times `f'`
  have hd : deriv (γ ∘ f) s = deriv f s • deriv γ (f s) :=
    ((hU.1 (f s)).hasDerivAt.scomp s (hf s).hasDerivAt).deriv
  have h := hW.2 s
  rw [hd, map_smul] at h
  exact h
```

## A closed circle that keeps a phase

The condition $f(1)=f(0)$ cannot be weakened to $\gamma(f(1))=\gamma(f(0))$. Take the plane with $z=x+iy$ and, as connection, $i$ times the symmetric-gauge potential of a uniform field, in units that absorb charge, $\hbar$ and the field strength:
$$\omega_z(v)=\tfrac{i}{2}\,\mathrm{Im}(\bar z v).$$

```lean
/-- The connection `(i/2)(x dy - y dx)` on the plane, written with `z = x + i y`: `i` times the
symmetric-gauge potential of a uniform magnetic field of unit strength. -/
def uniformField (z : ℂ) : ℂ →L[ℝ] ℂ :=
  (Complex.imCLM.comp (ContinuousLinearMap.mul ℝ ℂ (conj z))).smulRight (Complex.I / 2)
```

The path is the unit circle $z(s)=e^{2\pi is}$, run through once with $f(s)=s$.

```lean
/-- The unit circle, run through once as `s` goes from `0` to `1`. -/
def unitLoop (s : ℝ) : ℂ := Complex.exp (2 * π * Complex.I * s)
```

The proposed transport is $e^{i\pi s}$.

```lean
/-- The phase factor `exp(iπs)`. -/
def loopPhase (s : ℝ) : ℂ := Complex.exp (π * Complex.I * s)
```

Both exponentials are differentiated by the same rule, $(e^{cs})'=c\,e^{cs}$.

```lean
/-- The exponential `exp(cs)` of real `s` has derivative `c exp(cs)`. -/
theorem hasDerivAt_phase (c : ℂ) (s : ℝ) :
    HasDerivAt (fun r : ℝ => Complex.exp (c * r)) (c * Complex.exp (c * s)) s := by
  have h : HasDerivAt (fun r : ℝ => c * (r : ℂ)) c s :=
    ((hasDerivAt_id s).ofReal_comp.const_mul c).congr_deriv (by simp)
  exact h.cexp.congr_deriv (mul_comm _ _)
```

On the circle $\bar z z=1$ (`hn`), so $\bar z z'=2\pi i$ (`he`) and $\omega_z(z')=i\pi$ (`hg`). The transport equation is therefore $W'=i\pi W$, which $e^{i\pi s}$ solves. The circle closes at $s=1$, but the transport has gone from $1$ to $-1$: the loop encloses flux, and $f(1)\neq f(0)$.

```lean
/-- In the uniform field, `exp(iπs)` is an invertible transport along the unit circle. The
circle closes at `s = 1`, while the transport goes from `1` to `-1`. -/
theorem unitLoop_witness :
    IsTransport uniformField unitLoop loopPhase ∧ (∀ s, IsUnit (loopPhase s)) ∧
      unitLoop 1 = unitLoop 0 ∧ loopPhase 0 = 1 ∧ loopPhase 1 = -1 := by
  refine ⟨⟨fun s => (hasDerivAt_phase _ s).differentiableAt,
    fun s => (hasDerivAt_phase _ s).congr_deriv ?_⟩,
    fun s => isUnit_iff_ne_zero.mpr (Complex.exp_ne_zero _), ?_, ?_, ?_⟩
  · have hd : deriv unitLoop s = 2 * π * Complex.I * unitLoop s :=
      (hasDerivAt_phase _ s).deriv
    -- the loop stays on the unit circle
    have hn : conj (unitLoop s) * unitLoop s = 1 := by
      have h2 : conj (2 : ℂ) = 2 := Complex.ext (by simp) (by simp)
      have hz : conj (2 * π * Complex.I * s) + 2 * π * Complex.I * s = 0 := by simp [h2]
      rw [unitLoop, ← Complex.exp_conj, ← Complex.exp_add, hz, Complex.exp_zero]
    have he : conj (unitLoop s) * (2 * π * Complex.I * unitLoop s)
        = ((2 * π : ℝ) : ℂ) * Complex.I := by
      push_cast
      linear_combination (2 * π * Complex.I) * hn
    have hg : uniformField (unitLoop s) (deriv unitLoop s) = π * Complex.I := by
      rw [hd]
      change (conj (unitLoop s) * (2 * π * Complex.I * unitLoop s)).im • (Complex.I / 2) = _
      rw [he, Complex.im_ofReal_mul, Complex.I_im, mul_one, Complex.real_smul]
      push_cast
      ring
    rw [hg]
    rfl
  · simp [unitLoop, Complex.exp_two_pi_mul_I]
  · simp [loopPhase]
  · simp [loopPhase, Complex.exp_pi_mul_I]

end

end RetracedPaths
```

```lean
#print axioms RetracedPaths.matrix_no_holonomy
#print axioms RetracedPaths.retraced_path_no_holonomy
```

```
'RetracedPaths.matrix_no_holonomy' depends on axioms: [propext, Classical.choice, Quot.sound]
'RetracedPaths.retraced_path_no_holonomy' depends on axioms: [propext, Classical.choice, Quot.sound]
```
